# The self-consistent asymptotic shift of the Becke–Johnson term for power-exponential orbitals

If the Becke–Johnson potential is taken to vanish far from an atom, the decay constant read off from an orbital energy can be wrong, because the potential's gradient term can approach a nonzero constant there. For finitely many radial orbitals of the form $a\,r^p e^{-kr}$, the file below finds the limit of that term and, when the slowest-decaying orbital has negative energy, the value that the limit must have to be consistent with that energy.

```lean
import Mathlib

open Filter Topology Asymptotics

namespace BeckeJohnsonAsymptotics

noncomputable section

variable {ι : Type*} [Fintype ι]

/-- Radial orbital `a r^p exp(-k r)` with amplitude `a`, power `p` and decay constant `k`. -/
def radialOrbital (a p k r : ℝ) : ℝ := a * r ^ p * Real.exp (-k * r)

/-- Density of the orbitals: the sum of their squares at radius `r`. -/
def density (a p k : ι → ℝ) (r : ℝ) : ℝ :=
  ∑ i, (radialOrbital (a i) (p i) (k i) r) ^ 2

/-- Gradient density of the orbitals: the sum of their squared radial derivatives. -/
def gradDensity (a p k : ι → ℝ) (r : ℝ) : ℝ :=
  ∑ i, (deriv (radialOrbital (a i) (p i) (k i)) r) ^ 2

/-- The Becke-Johnson term `C sqrt(gradient density / density)` with prefactor `C`. -/
def bjTerm (C : ℝ) (a p k : ι → ℝ) (r : ℝ) : ℝ :=
  C * √(gradDensity a p k r / density a p k r)

/-- The closed form `(K²/2)(1 + sqrt(1 - 4ε/K²))` of the Becke-Johnson shift. -/
def bjShift (K ε : ℝ) : ℝ := K ^ 2 / 2 * (1 + √(1 - 4 * ε / K ^ 2))

/-- At positive radius the derivative of a radial orbital is `p/r - k` times the orbital. -/
theorem hasDerivAt_radialOrbital (a p k : ℝ) {r : ℝ} (hr : 0 < r) :
    HasDerivAt (radialOrbital a p k) ((p / r - k) * radialOrbital a p k r) r := by
  have h1 : HasDerivAt (fun x : ℝ => x ^ p) (p * r ^ (p - 1)) r :=
    Real.hasDerivAt_rpow_const (Or.inl hr.ne')
  have h2 : HasDerivAt (fun x : ℝ => -k * x) (-k) r := by
    simpa using (hasDerivAt_id' r).const_mul (-k)
  have h3 := (h1.const_mul a).fun_mul h2.exp
  have h4 : r ^ (p - 1) = r ^ p / r := Real.rpow_sub_one hr.ne' p
  refine h3.congr_deriv ?_
  simp only [radialOrbital, h4]
  ring

/-- A radial orbital with nonzero amplitude has no zero at positive radius. -/
theorem radialOrbital_ne_zero {a : ℝ} (ha : a ≠ 0) (p k : ℝ) {r : ℝ} (hr : 0 < r) :
    radialOrbital a p k r ≠ 0 :=
  mul_ne_zero (mul_ne_zero ha (Real.rpow_pos_of_pos hr p).ne') (Real.exp_ne_zero _)

/-- At large radius an orbital with the larger decay constant is negligible against one with nonzero
amplitude and the smaller decay constant, whatever the powers of `r`. -/
theorem radialOrbital_isLittleO (a p p₀ : ℝ) {a₀ k k₀ : ℝ} (ha : a₀ ≠ 0) (hk : k₀ < k) :
    radialOrbital a p k =o[atTop] radialOrbital a₀ p₀ k₀ := by
  have hne : ∀ᶠ r : ℝ in atTop, radialOrbital a₀ p₀ k₀ r = 0 → radialOrbital a p k r = 0 := by
    filter_upwards [eventually_gt_atTop (0 : ℝ)] with r hr h0
    exact absurd h0 (radialOrbital_ne_zero ha p₀ k₀ hr)
  rw [isLittleO_iff_tendsto' hne]
  have h := (tendsto_rpow_mul_exp_neg_mul_atTop_nhds_zero (p - p₀) (k - k₀)
    (sub_pos.2 hk)).const_mul (a / a₀)
  rw [mul_zero] at h
  refine h.congr' ?_
  filter_upwards [eventually_gt_atTop (0 : ℝ)] with r hr
  have e : Real.exp (-(k - k₀) * r) = Real.exp (-k * r) / Real.exp (-k₀ * r) := by
    rw [← Real.exp_sub]
    congr 1
    ring
  rw [Real.rpow_sub hr, e]
  unfold radialOrbital
  rw [div_mul_div_comm, div_mul_div_comm, mul_assoc, mul_assoc]

/-- If an orbital with the smallest decay constant has nonzero amplitude, the ratio of gradient
density to density tends to the square of that constant, which several orbitals may share. -/
theorem tendsto_gradDensity_div_density (a p k : ι → ℝ) (i₀ : ι) (ha : a i₀ ≠ 0)
    (hk : ∀ i, k i₀ ≤ k i) :
    Tendsto (fun r => gradDensity a p k r / density a p k r) atTop (𝓝 (k i₀ ^ 2)) := by
  have hle : ∀ i r, (radialOrbital (a i) (p i) (k i) r) ^ 2 ≤ density a p k r := fun i r =>
    Finset.single_le_sum (f := fun j => (radialOrbital (a j) (p j) (k j) r) ^ 2)
      (fun j _ => sq_nonneg _) (Finset.mem_univ i)
  have hN0 : ∀ r, 0 ≤ density a p k r := fun r => (sq_nonneg _).trans (hle i₀ r)
  have hw0 : ∀ i r, 0 ≤ (radialOrbital (a i) (p i) (k i) r) ^ 2 / density a p k r :=
    fun i r => div_nonneg (sq_nonneg _) (hN0 r)
  have hx : ∀ i, Tendsto (fun r : ℝ => (p i / r - k i) ^ 2 - k i₀ ^ 2) atTop
      (𝓝 (k i ^ 2 - k i₀ ^ 2)) := by
    intro i
    have h0 : Tendsto (fun r : ℝ => p i / r) atTop (𝓝 0) := tendsto_id.const_div_atTop (p i)
    have h := ((h0.sub_const (k i)).pow 2).sub_const (k i₀ ^ 2)
    have e : (0 - k i) ^ 2 - k i₀ ^ 2 = k i ^ 2 - k i₀ ^ 2 := by ring
    rw [← e]
    exact h
  -- each orbital's weighted deviation from `k₀²` dies out
  have hterm : ∀ i, Tendsto (fun r : ℝ =>
      (radialOrbital (a i) (p i) (k i) r) ^ 2 / density a p k r *
        ((p i / r - k i) ^ 2 - k i₀ ^ 2)) atTop (𝓝 0) := by
    intro i
    rcases (hk i).eq_or_lt with h | h
    · -- same decay constant: bounded weight, vanishing deviation
      have hz := hx i
      rw [show k i ^ 2 - k i₀ ^ 2 = 0 by simp [h]] at hz
      refine squeeze_zero_norm (fun r => ?_) (tendsto_zero_iff_norm_tendsto_zero.1 hz)
      refine (norm_mul_le _ _).trans (mul_le_of_le_one_left (norm_nonneg _) ?_)
      rw [Real.norm_of_nonneg (hw0 i r)]
      exact div_le_one_of_le₀ (hle i r) (hN0 r)
    · -- faster decay: vanishing weight, bounded deviation
      have hg := (radialOrbital_isLittleO (a i) (p i) (p i₀) ha h).tendsto_div_nhds_zero.pow 2
      rw [zero_pow two_ne_zero] at hg
      have hw := squeeze_zero' (Eventually.of_forall (hw0 i)) (by
        filter_upwards [eventually_gt_atTop (0 : ℝ)] with r hr
        have hpos := pow_pos (abs_pos.2 (radialOrbital_ne_zero ha (p i₀) (k i₀) hr)) 2
        rw [sq_abs] at hpos
        rw [div_pow]
        exact div_le_div_of_nonneg_left (sq_nonneg _) hpos (hle i₀ r)) hg
      have hm := hw.mul (hx i)
      rw [zero_mul] at hm
      exact hm
  have h := (tendsto_finsetSum Finset.univ (fun i _ => hterm i)).add_const (k i₀ ^ 2)
  simp only [Finset.sum_const_zero, zero_add] at h
  refine h.congr' ?_
  filter_upwards [eventually_gt_atTop (0 : ℝ)] with r hr
  have hN : density a p k r ≠ 0 := by
    intro h0
    have h1 := hle i₀ r
    rw [h0] at h1
    exact radialOrbital_ne_zero ha (p i₀) (k i₀) hr
      (pow_eq_zero_iff two_ne_zero |>.1 (le_antisymm h1 (sq_nonneg _)))
  have hG : gradDensity a p k r =
      ∑ i, (p i / r - k i) ^ 2 * (radialOrbital (a i) (p i) (k i) r) ^ 2 := by
    unfold gradDensity
    refine Finset.sum_congr rfl fun i _ => ?_
    rw [(hasDerivAt_radialOrbital (a i) (p i) (k i) hr).deriv, mul_pow]
  rw [eq_div_iff hN, add_mul, Finset.sum_mul, hG]
  have hD : k i₀ ^ 2 * density a p k r =
      ∑ i, k i₀ ^ 2 * (radialOrbital (a i) (p i) (k i) r) ^ 2 := by
    rw [← Finset.mul_sum]
    rfl
  rw [hD, ← Finset.sum_add_distrib]
  refine Finset.sum_congr rfl fun i _ => ?_
  have hc := div_mul_cancel₀ ((radialOrbital (a i) (p i) (k i) r) ^ 2) hN
  linear_combination ((p i / r - k i) ^ 2 - k i₀ ^ 2) * hc

/-- For `K > 0` and `ε < 0` the shift equation `v = K sqrt(v - ε)` has exactly one real
solution, the closed form `bjShift K ε`. -/
theorem shift_equation_iff {K ε : ℝ} (hK : 0 < K) (hε : ε < 0) (v : ℝ) :
    v = K * √(v - ε) ↔ v = bjShift K ε := by
  unfold bjShift
  have hq : 4 * ε / K ^ 2 < 0 := div_neg_of_neg_of_pos (by linarith) (by positivity)
  have hs : √(1 - 4 * ε / K ^ 2) ^ 2 = 1 - 4 * ε / K ^ 2 := Real.sq_sqrt (by linarith)
  have hs1 : 1 < √(1 - 4 * ε / K ^ 2) := (Real.lt_sqrt zero_le_one).2 (by linarith)
  have hc : K ^ 2 * (4 * ε / K ^ 2) = 4 * ε := by field_simp
  have hKs : K ^ 2 * √(1 - 4 * ε / K ^ 2) ^ 2 = K ^ 2 - 4 * ε := by
    linear_combination K ^ 2 * hs - hc
  generalize √(1 - 4 * ε / K ^ 2) = s at hs1 hKs ⊢
  have hK2 : 0 < K ^ 2 := by positivity
  constructor
  · intro h
    have h0 : 0 ≤ K * √(v - ε) := by positivity
    have hv : 0 ≤ v := by linarith
    have hv2 : v ^ 2 = K ^ 2 * (v - ε) := by
      calc v ^ 2 = (K * √(v - ε)) ^ 2 := by rw [← h]
        _ = K ^ 2 * (v - ε) := by rw [mul_pow, Real.sq_sqrt (by linarith)]
    -- the squared equation factorises, and the second root is negative
    have hf : (v - K ^ 2 / 2 * (1 + s)) * (v - K ^ 2 / 2 * (1 - s)) = 0 := by
      linear_combination hv2 - K ^ 2 / 4 * hKs
    have hp : 0 < K ^ 2 * (s - 1) := mul_pos hK2 (by linarith)
    rcases mul_eq_zero.1 hf with h1 | h1
    · linarith
    · exfalso
      nlinarith
  · intro h
    have hv : 0 < v := by
      rw [h]
      exact mul_pos (by linarith) (by linarith)
    have hv2 : v ^ 2 = K ^ 2 * (v - ε) := by
      linear_combination (v - K ^ 2 / 2 * (1 - s)) * h + K ^ 2 / 4 * hKs
    have hd : v - ε = (v / K) ^ 2 := by
      rw [div_pow, eq_div_iff hK2.ne']
      linear_combination -hv2
    rw [hd, Real.sqrt_sq (div_nonneg hv.le hK.le)]
    field_simp

/-- For `K > 0` and `ε = 0` the shift equation has exactly the two solutions `0` and `K²`. -/
theorem shift_equation_zero_energy {K : ℝ} (hK : 0 < K) (v : ℝ) :
    v = K * √v ↔ v = 0 ∨ v = K ^ 2 := by
  constructor
  · intro h
    have h0 : 0 ≤ K * √v := by positivity
    have hs : √v ^ 2 = v := Real.sq_sqrt (by linarith)
    have hf : √v * (√v - K) = 0 := by linear_combination hs + h
    rcases mul_eq_zero.1 hf with h1 | h1
    · left
      rw [← hs, h1]
      norm_num
    · right
      rw [← hs, sub_eq_zero.1 h1]
  · rintro (h | h)
    · simp [h]
    · rw [h, Real.sqrt_sq hK.le]
      ring

/-- Let `C > 0`, and let an orbital with nonzero amplitude and the smallest decay constant have
energy `ε < 0` and obey the tail equation `-k₀²/2 + v = ε` in a potential with asymptotic constant
`v`. Then the Becke-Johnson term tends to this same `v` exactly when `v` is the closed-form shift
with `K = C sqrt 2`. -/
theorem becke_johnson_self_consistent (a p k : ι → ℝ) (i₀ : ι) (ha : a i₀ ≠ 0)
    (hk : ∀ i, k i₀ ≤ k i) {C ε v : ℝ} (hC : 0 < C) (hε : ε < 0)
    (hE : -(k i₀) ^ 2 / 2 + v = ε) :
    Tendsto (bjTerm C a p k) atTop (𝓝 v) ↔ v = bjShift (C * √2) ε := by
  have hlim : Tendsto (bjTerm C a p k) atTop (𝓝 (C * √(k i₀ ^ 2))) :=
    ((Real.continuous_sqrt.tendsto _).comp
      (tendsto_gradDensity_div_density a p k i₀ ha hk)).const_mul C
  -- the tail equation turns the limit into the right side of the shift equation
  have hk2 : k i₀ ^ 2 = 2 * (v - ε) := by linarith
  have e : C * √(k i₀ ^ 2) = C * √2 * √(v - ε) := by
    rw [hk2, Real.sqrt_mul zero_le_two]
    ring
  rw [e] at hlim
  rw [← shift_equation_iff (by positivity) hε]
  constructor
  · intro h
    exact tendsto_nhds_unique h hlim
  · intro h
    rw [← h] at hlim
    exact hlim

end

end BeckeJohnsonAsymptotics
```

```lean
#print axioms BeckeJohnsonAsymptotics.shift_equation_zero_energy
-- 'BeckeJohnsonAsymptotics.shift_equation_zero_energy' depends on axioms: [propext, Classical.choice, Quot.sound]
#print axioms BeckeJohnsonAsymptotics.becke_johnson_self_consistent
-- 'BeckeJohnsonAsymptotics.becke_johnson_self_consistent' depends on axioms: [propext, Classical.choice, Quot.sound]
```

## Orbitals, energies and the constant at infinity

The orbitals are $f_i(r)=a_i r^{p_i}e^{-k_i r}$, with real parameters and $i$ in a finite type `ι`. Write $\rho=\sum_i f_i^2$ for `density` and $G=\sum_i (f_i')^2$ for `gradDensity`. The amplitudes are free, so no normalisation is imposed. `bjTerm` is $C\sqrt{G/\rho}$; since $G$ carries no factor $\tfrac12$, the same term written with the kinetic energy density $G/2$ has prefactor $K=C\sqrt2$. In the Becke–Johnson potential the sums run over the occupied orbitals of one spin, and $C=\sqrt{5/12}/\pi$ in atomic units; the theorems leave $C$ free.

The orbital $i_0$ has nonzero amplitude and the smallest decay constant, which other orbitals may share. The theorem `tendsto_gradDensity_div_density` says that $G/\rho\to k_{i_0}^2$ as $r\to\infty$. It doesn't require $k_{i_0}>0$, although bound orbitals do.

The final theorem, `becke_johnson_self_consistent`, assumes $C>0$, $\varepsilon<0$ and the tail equation

$$-\tfrac12 k_{i_0}^2+v=\varepsilon .$$

This is the leading large-$r$ balance of the radial Schrödinger equation in atomic units, for an orbital of energy $\varepsilon$ in a potential that tends to $v$. The other parts of the potential are taken to vanish at infinity, so self-consistency requires $v$ to be the limit of the Becke–Johnson term. The theorem says that the Becke–Johnson term tends to this same $v$ exactly when

$$v=\frac{K^2}{2}\left(1+\sqrt{1-\frac{4\varepsilon}{K^2}}\right),\qquad K=C\sqrt2 .$$

The right-hand side is `bjShift`. By the tail equation, the decay constant satisfies $k_{i_0}^2/2=v-\varepsilon$, so it is fixed by the orbital energy measured from $v$, not from zero.

The tail equation is assumed, not derived from a Kohn–Sham calculation, and the existence of self-consistent orbitals is not addressed. Only radial derivatives enter $G$, which describes s-type orbitals; angular gradients and nodal directions are not treated.

## The slowest orbital fixes the ratio

For $r>0$ the product rule gives $f_i'=(p_i/r-k_i)f_i$, which is `hasDerivAt_radialOrbital`. With weights $w_i=f_i^2/\rho$, which sum to one,

$$\frac{G}{\rho}-k_{i_0}^2=\sum_i w_i\left[\left(\frac{p_i}{r}-k_i\right)^2-k_{i_0}^2\right].$$

Each term vanishes at large $r$, for one of two reasons:

- If $k_i=k_{i_0}$, the bracket tends to zero and $0\le w_i\le1$.
- If $k_i>k_{i_0}$, the bracket stays bounded and the weight vanishes, because $\rho\ge f_{i_0}^2$ gives

$$w_i\le\frac{f_i^2}{f_{i_0}^2}=\left(\frac{a_i}{a_{i_0}}\right)^2 r^{2(p_i-p_{i_0})}e^{-2(k_i-k_{i_0})r}\to0 .$$

In Lean these are the two branches of `hterm`. The second uses `radialOrbital_isLittleO`, which rests on the exponential beating any power; `radialOrbital_ne_zero` keeps the denominators nonzero.

The device that joins these steps is `Tendsto.congr'`. The weighted-sum identity relies on the derivative formula, which is proved here for $r>0$, while the functions are defined on all real $r$. `congr'` transfers a limit between functions that agree eventually, and `filter_upwards [eventually_gt_atTop (0 : ℝ)]` supplies a positive $r$ at which to check the identity.

## Solving for the shift

Taking the square root of the limit and inserting the tail equation gives

$$C\sqrt{G/\rho}\;\to\; C\sqrt{k_{i_0}^2}=C\sqrt{2(v-\varepsilon)}=K\sqrt{v-\varepsilon}.$$

Limits are unique (`tendsto_nhds_unique`), so the term tends to $v$ exactly when $v=K\sqrt{v-\varepsilon}$.

`shift_equation_iff` solves this equation. Squaring gives $v^2-K^2v+K^2\varepsilon=0$, with roots $\tfrac{K^2}{2}(1\pm s)$, where $s=\sqrt{1-4\varepsilon/K^2}>1$. The lower root is negative, but $v=K\sqrt{v-\varepsilon}\ge0$, so only the upper root remains. Conversely, the upper root is positive and satisfies $v-\varepsilon=(v/K)^2$; taking the square root recovers the original equation. Lean checks the factorisation with `linear_combination`.

The condition $\varepsilon<0$ matters here. At $\varepsilon=0$ the equation has the two solutions $0$ and $K^2$ for every $K>0$, which is `shift_equation_zero_energy`, while the closed form returns only $K^2$. There the tail equation still rules out $v=0$ for a bound orbital, since it would give $k_{i_0}=0$. For small positive energies even that does not help: at $K=1$ and $\varepsilon=\tfrac3{16}$, both $v=\tfrac14$ and $v=\tfrac34$ solve the equation, and both allow $k_{i_0}>0$.
